# Spinor lift of rotations and Lorentz transformations

Let $e_i$, with $i$ running over $d$ values, be complex square matrices obeying $e_ie_j+e_je_i=2\eta_{ij}\mathbb 1$ for a real $d\times d$ matrix $\eta$, and let $w$ be a real antisymmetric $d\times d$ matrix. Put $W=\tfrac14\sum_{ij}w_{ij}e_ie_j$ and, for $a\in\mathbb R^d$, $a\cdot e=\sum_i a_ie_i$. Then

$$\exp(W)\,(a\cdot e)\,\exp(-W)=\big(\exp(w\eta)\,a\big)\cdot e ,$$

and for symmetric $\eta$ the matrix $\Lambda=\exp(w\eta)$ satisfies $\Lambda^{\mathsf T}\eta\Lambda=\eta$. For $\eta=\mathbb 1$ the $e_i$ are anticommuting involutions and $\Lambda=\exp w$. This is the transformation law of Pauli and Dirac matrices under rotations and boosts, for finite matrices and for transformations already written as an exponential.

## The objects

```lean
import Mathlib

open Matrix NormedSpace

namespace SpinorLift

noncomputable section

variable {ι n : Type*} [Fintype ι] [DecidableEq ι] [Fintype n] [DecidableEq n]
```

The type `ι` is the finite set of vector indices $i,j,k$, with $d$ elements, and `n` is the finite set of spinor indices. `Matrix n n ℂ` is a complex matrix on spinor space.

```lean
/-- Clifford relations `e_i e_j + e_j e_i = 2 η_ij` for complex matrices and a real metric `η`. -/
def IsClifford (η : Matrix ι ι ℝ) (e : ι → Matrix n n ℂ) : Prop :=
  ∀ i j, e i * e j + e j * e i = (2 * η i j) • (1 : Matrix n n ℂ)
```

`IsClifford η e` is the statement that $e_ie_j+e_je_i=2\eta_{ij}\mathbb 1$ for all $i,j$. The symbol `*` between matrices is the matrix product, and `•` is multiplication by a scalar, here a real one. Nothing is required of the signature of $\eta$ or of its invertibility, and the $e_i$ need not be Hermitian.

```lean
/-- The contraction `a·e = ∑ a_i e_i` of a real vector with the matrices `e_i`. -/
def slash (e : ι → Matrix n n ℂ) (a : ι → ℝ) : Matrix n n ℂ :=
  ∑ i, a i • e i
```

A vector is a function `ι → ℝ`, and `slash e a` is $a\cdot e$. No metric enters the contraction. If $e_i$ stands for $\gamma^\mu$, then $a_i$ stands for the lower components $a_\mu$, $\eta_{ij}$ for $\eta^{\mu\nu}$, $w_{ij}$ for $w_{\mu\nu}$, and $w\eta$ for the mixed tensor $w_\mu{}^\nu$.

```lean
/-- The spinor generator `W = (1/4) ∑ w_ij e_i e_j`. -/
def spinGen (e : ι → Matrix n n ℂ) (w : Matrix ι ι ℝ) : Matrix n n ℂ :=
  (1 / 4 : ℝ) • ∑ i, ∑ j, w i j • (e i * e j)
```

`spinGen e w` is $W$. The sum runs over all ordered pairs $(i,j)$, and the convention carries no factor of the imaginary unit.

## From a commutator to an exponential

```lean
/-- Exponentiation of an infinitesimal relation in real Banach algebras: if the continuous
linear map `φ` obeys `X φ(M) - φ(M) Y = φ(w M)`, then `exp(X) φ(1) exp(-Y) = φ(exp w)`. -/
theorem exp_intertwine {A B : Type*} [NormedRing A] [NormedAlgebra ℝ A] [CompleteSpace A]
    [NormedRing B] [NormedAlgebra ℝ B] [CompleteSpace B] (X Y : A) (w : B)
    (φ : B →ₗ[ℝ] A) (hφ : Continuous φ) (h : ∀ M, X * φ M - φ M * Y = φ (w * M)) :
    exp X * φ 1 * exp (-Y) = φ (exp w) := by
  let ψ : B →L[ℝ] A := ⟨φ, hφ⟩
  -- the interpolating curve has zero derivative
  have hd : ∀ t : ℝ, HasDerivAt
      (fun u : ℝ => exp (u • X) * φ (exp ((1 - u) • w)) * exp (u • (-Y))) 0 t := by
    intro t
    have h0 : HasDerivAt (fun u : ℝ => 1 - u) (-1) t := (hasDerivAt_id' t).const_sub 1
    have h1 := hasDerivAt_exp_smul_const X t
    have h2 : HasDerivAt (fun u : ℝ => exp ((1 - u) • w))
        ((-1 : ℝ) • (w * exp ((1 - t) • w))) t := by
      have := HasDerivAt.scomp t (hasDerivAt_exp_smul_const' w (1 - t)) h0
      exact this
    have h3 : HasDerivAt (fun u : ℝ => φ (exp ((1 - u) • w)))
        (-(X * φ (exp ((1 - t) • w)) - φ (exp ((1 - t) • w)) * Y)) t := by
      have h5 := ψ.hasFDerivAt.comp_hasDerivAt t h2
      have h6 : ψ ((-1 : ℝ) • (w * exp ((1 - t) • w)))
          = -(X * φ (exp ((1 - t) • w)) - φ (exp ((1 - t) • w)) * Y) := by
        rw [h]
        show φ _ = _
        rw [map_smul, neg_one_smul]
      rw [h6] at h5
      exact h5
    have h4 := hasDerivAt_exp_smul_const' (-Y) t
    refine ((h1.fun_mul h3).fun_mul h4).congr_deriv ?_
    noncomm_ring
  -- compare the end points t = 1 and t = 0
  have hc := is_const_of_deriv_eq_zero (fun t => (hd t).differentiableAt)
    (fun t => (hd t).deriv) 1 0
  simpa [NormedSpace.exp_zero] using hc
```

The brackets after `A` and `B` say that both are real Banach algebras, complete normed spaces with a product; matrices and the real numbers are the examples needed. The elements $X,Y$ lie in $A$. In this lemma alone $w$ is an arbitrary element of $B$. The map $\varphi:B\to A$ is real-linear (`→ₗ[ℝ]`) and continuous, and the hypothesis `h` reads $X\varphi(M)-\varphi(M)Y=\varphi(wM)$ for all $M\in B$. The conclusion is $\exp(X)\varphi(1)\exp(-Y)=\varphi(\exp w)$.

By hand, take real $t$, write $E_t=\exp((1-t)w)$ and define $f(t)=\exp(tX)\,\varphi(E_t)\,\exp(-tY)$. Since $\dot E_t=-wE_t$ and $\varphi$ commutes with the derivative, the product rule gives

$$f'(t)=\exp(tX)\,\big[X\varphi(E_t)-\varphi(wE_t)-\varphi(E_t)Y\big]\exp(-tY)=0,$$

the bracket vanishing by the hypothesis at $M=E_t$. So $f(1)=f(0)$, and $f(1)=\exp(X)\varphi(1)\exp(-Y)$, $f(0)=\varphi(\exp w)$.

In the proof, `HasDerivAt f v t` means $f'(t)=v$. The derivatives of the outer factors are `h1` and `h4`, the chain rule for $E_t$ is `h2`, and `h3` differentiates $\varphi(E_t)$ with the hypothesis already substituted. `fun_mul` is the product rule, and `noncomm_ring`, which expands non-commuting polynomials, shows that the terms cancel. `is_const_of_deriv_eq_zero` then equates the values at $1$ and $0$.

## The commutators

```lean
omit [Fintype ι] [DecidableEq ι] in
/-- Under the Clifford relations, `[e_i e_j, e_k] = 2 η_jk e_i - 2 η_ik e_j`. -/
theorem comm_pair {η : Matrix ι ι ℝ} {e : ι → Matrix n n ℂ} (h : IsClifford η e) (i j k : ι) :
    e i * e j * e k - e k * (e i * e j) = (2 * η j k) • e i - (2 * η i k) • e j := by
  calc _ = e i * (e j * e k + e k * e j) - (e i * e k + e k * e i) * e j := by noncomm_ring
    _ = _ := by rw [h j k, h i k, mul_smul_comm, smul_mul_assoc, mul_one, one_mul]
```

The statement is $[e_ie_j,e_k]=2\eta_{jk}e_i-2\eta_{ik}e_j$. Adding and subtracting $e_ie_ke_j$ gives

$$e_ie_je_k-e_ke_ie_j=e_i(e_je_k+e_ke_j)-(e_ie_k+e_ke_i)e_j ,$$

which is the first line of the `calc` chain. The second line inserts the Clifford relations `h j k` and `h i k`.

```lean
omit [DecidableEq ι] in
/-- For antisymmetric `w`, the spinor generator obeys `[W, e_k] = ∑_i (w η)_ik e_i`. -/
theorem comm_gen {η w : Matrix ι ι ℝ} {e : ι → Matrix n n ℂ} (h : IsClifford η e)
    (hw : wᵀ = -w) (k : ι) :
    spinGen e w * e k - e k * spinGen e w = ∑ i, (w * η) i k • e i := by
  have hw' : ∀ i j, w j i = -w i j := fun i j => by
    simpa using congrFun (congrFun hw i) j
  have h1 : spinGen e w * e k - e k * spinGen e w
      = (1 / 4 : ℝ) • ∑ i, ∑ j, w i j • ((2 * η j k) • e i - (2 * η i k) • e j) := by
    simp only [spinGen, smul_mul_assoc, mul_smul_comm, Finset.sum_mul, Finset.mul_sum,
      ← smul_sub, ← Finset.sum_sub_distrib, comm_pair h]
  have h2 : ∑ i, ∑ j, w i j • (2 * η j k) • e i = (2 : ℝ) • ∑ i, (w * η) i k • e i := by
    simp only [Matrix.mul_apply, Finset.sum_smul, Finset.smul_sum, smul_smul]
    refine Finset.sum_congr rfl fun i _ => Finset.sum_congr rfl fun j _ => ?_
    congr 1
    ring
  -- antisymmetry of w makes the second term add to the first
  have h3 : ∑ i, ∑ j, w i j • (2 * η i k) • e j = (-2 : ℝ) • ∑ i, (w * η) i k • e i := by
    rw [Finset.sum_comm]
    simp only [Matrix.mul_apply, Finset.sum_smul, Finset.smul_sum, smul_smul]
    refine Finset.sum_congr rfl fun i _ => Finset.sum_congr rfl fun j _ => ?_
    rw [hw' i j]
    congr 1
    ring
  rw [h1]
  simp only [smul_sub, Finset.sum_sub_distrib]
  rw [h2, h3]
  module
```

The hypothesis `wᵀ = -w` is antisymmetry, restated entrywise in `hw'` as $w_{ji}=-w_{ij}$. Summing the previous identity against $\tfrac14w_{ij}$ gives `h1`:

$$[W,e_k]=\tfrac14\sum_{ij}w_{ij}\,\big(2\eta_{jk}e_i-2\eta_{ik}e_j\big).$$

The first sum is $2\sum_i(w\eta)_{ik}e_i$, which is `h2`. In the second, exchanging the names $i$ and $j$ (`Finset.sum_comm`) gives $\sum_{ij}w_{ji}\,2\eta_{jk}e_i=-2\sum_i(w\eta)_{ik}e_i$, which is `h3`. The difference is $\tfrac14(2+2)=1$ times the sum, so $[W,e_k]=\sum_i(w\eta)_{ik}e_i$; `module` does this last arithmetic.

```lean
omit [DecidableEq ι] in
/-- Infinitesimal form of the lift: `[W, a·e] = (w η a)·e` for antisymmetric `w`. -/
theorem comm_slash {η w : Matrix ι ι ℝ} {e : ι → Matrix n n ℂ} (h : IsClifford η e)
    (hw : wᵀ = -w) (a : ι → ℝ) :
    spinGen e w * slash e a - slash e a * spinGen e w = slash e ((w * η) *ᵥ a) := by
  simp only [slash, Finset.mul_sum, Finset.sum_mul, mul_smul_comm, smul_mul_assoc,
    ← Finset.sum_sub_distrib, ← smul_sub, comm_gen h hw, Finset.smul_sum, smul_smul,
    Matrix.mulVec, dotProduct, Finset.sum_smul]
  rw [Finset.sum_comm]
  refine Finset.sum_congr rfl fun i _ => Finset.sum_congr rfl fun k _ => ?_
  rw [mul_comm (a k)]
```

The symbol `*ᵥ` is a matrix acting on a vector. Multiplying the previous result by $a_k$ and summing,

$$[W,a\cdot e]=\sum_k a_k\sum_i(w\eta)_{ik}e_i=\sum_i(w\eta a)_i\,e_i=(w\eta a)\cdot e .$$

The long `simp only` call distributes the commutator over the sum and applies `comm_gen`; the remainder exchanges the two sums.

## The lift and the metric

```lean
/-- Spinor lift in any signature: under the Clifford relations for `η` and for antisymmetric
`w`, `exp(W) (a·e) exp(-W) = (exp(w η) a)·e` for every real vector `a`. -/
theorem spinor_lift {η w : Matrix ι ι ℝ} {e : ι → Matrix n n ℂ} (h : IsClifford η e)
    (hw : wᵀ = -w) (a : ι → ℝ) :
    exp (spinGen e w) * slash e a * exp (-spinGen e w) = slash e (exp (w * η) *ᵥ a) := by
  let φ : Matrix ι ι ℝ →ₗ[ℝ] Matrix n n ℂ :=
    { toFun := fun M => slash e (M *ᵥ a)
      map_add' := by
        intro M N
        simp [slash, Matrix.add_mulVec, add_smul, Finset.sum_add_distrib]
      map_smul' := by
        intro c M
        simp [slash, Matrix.mulVec, dotProduct, Finset.smul_sum, smul_smul, Finset.mul_sum,
          mul_assoc] }
  have hc : Continuous φ := LinearMap.continuous_of_finiteDimensional φ
  have hM : ∀ M, spinGen e w * φ M - φ M * spinGen e w = φ (w * η * M) := by
    intro M
    show spinGen e w * slash e (M *ᵥ a) - slash e (M *ᵥ a) * spinGen e w
      = slash e ((w * η * M) *ᵥ a)
    rw [comm_slash h hw, Matrix.mulVec_mulVec]
  have key : exp (spinGen e w) * φ 1 * exp (-spinGen e w) = φ (exp (w * η)) := by
    open scoped Matrix.Norms.Operator in
      exact exp_intertwine (spinGen e w) (spinGen e w) (w * η) φ hc hM
  have h1 : φ 1 = slash e a := by
    show slash e ((1 : Matrix ι ι ℝ) *ᵥ a) = _
    rw [Matrix.one_mulVec]
  rw [h1] at key
  exact key
```

This is the first displayed formula, for every real vector $a$. The hypotheses are the Clifford relations and the antisymmetry of $w$; symmetry of $\eta$ is not listed among them. `exp` is the matrix exponential, taken on spinor space on the left and on $\mathbb R^d$ on the right.

By hand, fix $a$ and let $\varphi(M)=(Ma)\cdot e$ for real $d\times d$ matrices $M$. This map is linear, and continuous because the dimension is finite (`hc`). The commutator formula applied to the vector $Ma$ gives $W\varphi(M)-\varphi(M)W=(w\eta Ma)\cdot e=\varphi(w\eta M)$, which is `hM`. The lemma `exp_intertwine`, with $X=Y=W$ and with $w\eta$ as the element of $B$, yields $\exp(W)\varphi(\mathbb 1)\exp(-W)=\varphi(\exp(w\eta))$, and $\varphi(\mathbb 1)=a\cdot e$ by `h1`. The line `open scoped Matrix.Norms.Operator` chooses a matrix norm so that the lemma applies; the statement itself contains no norm.

```lean
/-- For symmetric `η` and antisymmetric `w`, `Λ = exp(w η)` preserves the metric:
`Λᵀ η Λ = η`. -/
theorem exp_preserves_metric {η w : Matrix ι ι ℝ} (hη : ηᵀ = η) (hw : wᵀ = -w) :
    (exp (w * η))ᵀ * η * exp (w * η) = η := by
  have h0 : (w * η)ᵀ * η - η * -(w * η) = 0 := by
    rw [Matrix.transpose_mul, hη, hw]
    noncomm_ring
  have hc : Continuous (LinearMap.toSpanSingleton ℝ (Matrix ι ι ℝ) η) :=
    LinearMap.continuous_of_finiteDimensional _
  have hM : ∀ r : ℝ, (w * η)ᵀ * LinearMap.toSpanSingleton ℝ (Matrix ι ι ℝ) η r
      - LinearMap.toSpanSingleton ℝ (Matrix ι ι ℝ) η r * -(w * η)
      = LinearMap.toSpanSingleton ℝ (Matrix ι ι ℝ) η (0 * r) := by
    intro r
    simp only [LinearMap.toSpanSingleton_apply, zero_mul, zero_smul, mul_smul_comm,
      smul_mul_assoc, ← smul_sub, h0, smul_zero]
  have key : exp (w * η)ᵀ * LinearMap.toSpanSingleton ℝ (Matrix ι ι ℝ) η 1 * exp (- -(w * η))
      = LinearMap.toSpanSingleton ℝ (Matrix ι ι ℝ) η (exp (0 : ℝ)) := by
    open scoped Matrix.Norms.Operator in
      exact exp_intertwine (w * η)ᵀ (-(w * η)) (0 : ℝ) _ hc hM
  rw [Matrix.exp_transpose, neg_neg, NormedSpace.exp_zero, LinearMap.toSpanSingleton_apply,
    one_smul] at key
  exact key
```

No Clifford matrices appear here: for symmetric $\eta$ and antisymmetric $w$, $\Lambda^{\mathsf T}\eta\Lambda=\eta$, so $\Lambda$ preserves the quadratic form $a^{\mathsf T}\eta a$. The infinitesimal step is

$$(w\eta)^{\mathsf T}\eta+\eta\,w\eta=-\eta w\eta+\eta w\eta=0,$$

recorded as `h0`. The same lemma is used with $B=\mathbb R$, the element of $B$ equal to $0$, $X=(w\eta)^{\mathsf T}$, $Y=-w\eta$ and $\varphi(r)=r\eta$ for real $r$, which Lean writes with `LinearMap.toSpanSingleton`. Its hypothesis `hM` is $r$ times `h0`, and its conclusion is $\exp((w\eta)^{\mathsf T})\,\eta\,\exp(w\eta)=\varphi(\exp 0)=\eta$. `Matrix.exp_transpose` moves the transpose outside the exponential.

```lean
/-- Spinor lift of a rotation: for anticommuting involutions `e_i` and antisymmetric `w`,
`exp(W) (a·e) exp(-W) = (exp(w) a)·e` for every real vector `a`. -/
theorem spinor_lift_rotation {w : Matrix ι ι ℝ} {e : ι → Matrix n n ℂ}
    (hsq : ∀ i, e i * e i = 1) (hanti : ∀ i j, i ≠ j → e i * e j = -(e j * e i))
    (hw : wᵀ = -w) (a : ι → ℝ) :
    exp (spinGen e w) * slash e a * exp (-spinGen e w) = slash e (exp w *ᵥ a) := by
  have h : IsClifford 1 e := by
    intro i j
    by_cases hij : i = j
    · subst hij
      rw [hsq, Matrix.one_apply_eq, mul_one, two_smul]
    · rw [hanti i j hij, Matrix.one_apply_ne hij]
      simp
  have key := spinor_lift h hw a
  rwa [mul_one] at key
```

Here `hsq` says $e_i^2=\mathbb 1$ and `hanti` says $e_ie_j=-e_je_i$ for $i\ne j$. The conclusion is $\exp(W)(a\cdot e)\exp(-W)=(\exp(w)a)\cdot e$. The two hypotheses give the Clifford relations for $\eta=\mathbb 1$: for $i=j$ the anticommutator is $2e_i^2=2\cdot\mathbb 1$, and for $i\neq j$ it is zero. These are the two branches of `by_cases`, after which `spinor_lift` applies with $w\mathbb 1=w$. Setting $\eta=\mathbb 1$ in `exp_preserves_metric` shows that $\exp w$ is orthogonal.

The theorems start from a generator $w$. They lift the transformation $\exp(w\eta)$ for every antisymmetric $w$, and they leave open which transformations have this form: that every proper rotation is some $\exp w$ is a known fact which the file neither proves nor uses. The statements say nothing about $\det\Lambda$, about reflections, about the sign ambiguity that makes the spin group a double cover, or about unitarity of $\exp W$.

## Concrete matrices

```lean
/-- The three Pauli matrices. -/
def pauli : Fin 3 → Matrix (Fin 2) (Fin 2) ℂ :=
  ![!![0, 1; 1, 0], !![0, -Complex.I; Complex.I, 0], !![1, 0; 0, -1]]
```

The index set `Fin 3` is $\{0,1,2\}$, and `!![0, 1; 1, 0]` lists a matrix row by row, so $e_0,e_1,e_2$ are $\sigma_x,\sigma_y,\sigma_z$.

```lean
/-- The Pauli matrices are anticommuting involutions. -/
theorem pauli_witness : (∀ i, pauli i * pauli i = 1) ∧
    ∀ i j, i ≠ j → pauli i * pauli j = -(pauli j * pauli i) := by
  constructor
  · intro i
    fin_cases i <;> ext a b <;> fin_cases a <;> fin_cases b <;>
      simp [pauli, Matrix.mul_apply, Fin.sum_univ_succ]
  · intro i j hij
    fin_cases i <;> fin_cases j <;>
      first
        | exact absurd rfl hij
        | (ext a b
           fin_cases a <;> fin_cases b <;> simp [pauli, Matrix.mul_apply, Fin.sum_univ_succ])
```

The symbol `∧` joins the two claims, which are exactly `hsq` and `hanti` for the Pauli matrices, so `spinor_lift_rotation` applies to spin $\tfrac12$ in three dimensions. `fin_cases` runs through every index value and `simp` multiplies out each entry.

```lean
/-- A pair of gamma matrices in 1+1 dimensions. -/
def gamma : Fin 2 → Matrix (Fin 2) (Fin 2) ℂ :=
  ![!![0, 1; 1, 0], !![0, 1; -1, 0]]
```

These are $e_0=\begin{pmatrix}0&1\\1&0\end{pmatrix}$ and $e_1=\begin{pmatrix}0&1\\-1&0\end{pmatrix}$.

```lean
/-- The pair `gamma` obeys the Clifford relations for the metric `diag(1, -1)`. -/
theorem gamma_witness : IsClifford !![1, 0; 0, -1] gamma := by
  intro i j
  ext a b
  fin_cases i <;> fin_cases j <;> fin_cases a <;> fin_cases b <;>
    simp [gamma] <;> norm_num

end

end SpinorLift
```

Entry by entry, $e_0^2=\mathbb 1$, $e_1^2=-\mathbb 1$ and $e_0e_1+e_1e_0=0$, the Clifford relations for $\eta=\mathrm{diag}(1,-1)$. This supplies the hypothesis `h` of `spinor_lift` in $1+1$ dimensions. The $4\times4$ Dirac matrices are not written out in the file; for them the Clifford relations remain a hypothesis to be supplied.

```lean
#print axioms SpinorLift.exp_preserves_metric
#print axioms SpinorLift.spinor_lift_rotation
```

```
'SpinorLift.exp_preserves_metric' depends on axioms: [propext, Classical.choice, Quot.sound]
'SpinorLift.spinor_lift_rotation' depends on axioms: [propext, Classical.choice, Quot.sound]
```
